# For m ≠ 0, P H(p) = H(−p) P at every momentum exactly when P = cβ

Let H(p) be the free Dirac Hamiltonian in the Dirac representation, with real mass m ≠ 0. A complex 4×4 matrix P satisfies P H(p) = H(−p) P for all real p if and only if P = cβ for some complex number c. Such a P multiplies the rest solutions with E = m by c and those with E = −m by −c, so for c ≠ 0 the two have opposite intrinsic parities. For a free particle obeying the one-particle Dirac equation, this fixes the spinor part of parity up to the factor c.

## P is one constant matrix on four components

Units are c = ħ = 1 in the Hamiltonian; elsewhere c is the scalar in cβ. Components are numbered from 0, as in Lean, so

H(p) = p₀α₁ + p₁α₂ + p₂α₃ + mβ.

In 2×2 blocks, with σᵢ the Pauli matrices, αᵢ has σᵢ in both off-diagonal blocks, and β = diag(1, 1, −1, −1).

```lean
import Mathlib

open Matrix Complex

namespace DiracParity

noncomputable section

/-- The Dirac matrix `α₁` in the Dirac representation. -/
def alpha1 : Matrix (Fin 4) (Fin 4) ℂ :=
  !![0, 0, 0, 1; 0, 0, 1, 0; 0, 1, 0, 0; 1, 0, 0, 0]

/-- The Dirac matrix `α₂` in the Dirac representation. -/
def alpha2 : Matrix (Fin 4) (Fin 4) ℂ :=
  !![0, 0, 0, -I; 0, 0, I, 0; 0, -I, 0, 0; I, 0, 0, 0]

/-- The Dirac matrix `α₃` in the Dirac representation. -/
def alpha3 : Matrix (Fin 4) (Fin 4) ℂ :=
  !![0, 0, 1, 0; 0, 0, 0, -1; 1, 0, 0, 0; 0, -1, 0, 0]

/-- The Dirac matrix `β` in the Dirac representation. -/
def beta : Matrix (Fin 4) (Fin 4) ℂ :=
  !![1, 0, 0, 0; 0, 1, 0, 0; 0, 0, -1, 0; 0, 0, 0, -1]

/-- The free Dirac Hamiltonian `H(p) = α·p + β m` at momentum `p`, with `c = ħ = 1`. -/
def diracH (m : ℝ) (p : Fin 3 → ℝ) : Matrix (Fin 4) (Fin 4) ℂ :=
  (p 0 : ℂ) • alpha1 + (p 1 : ℂ) • alpha2 + (p 2 : ℂ) • alpha3 + (m : ℂ) • beta
```

Physically, P is the part of parity that acts on the spinor index. The reversal of position is represented only by the change p → −p. P is linear, but neither unitarity nor invertibility is assumed. Its constancy lets the derivation compare equations at different momenta. If P could depend on p, βH(p) would also satisfy the relation.

## The relation holds at every real momentum

`IsParity m P` says that P carries the dynamics at p to the dynamics at −p. If ψ has energy E at p, then Pψ, when nonzero, has energy E at −p.

```lean
/-- The parity condition on a spinor matrix: `P H(p) = H(-p) P` for every real momentum. -/
def IsParity (m : ℝ) (P : Matrix (Fin 4) (Fin 4) ℂ) : Prop :=
  ∀ p : Fin 3 → ℝ, P * diracH m p = diracH m (-p) * P
```

Four momenta suffice to extract its content. At p = 0,

m Pβ = m βP.

At the unit momentum that selects αᵢ,

P(αᵢ + mβ) = (−αᵢ + mβ)P.

Once Pβ = βP is known, the mass terms cancel and leave Pαᵢ = −αᵢP. Conversely, these four relations give the condition at every p by linearity. If only p = 0 were required, every block-diagonal P would pass.

## The mass is nonzero

A nonzero mass puts β into the Hamiltonian and separates the two rest energies. The derivation uses it to divide m Pβ = m βP by m. In the next proof this is `smul_right_injective`, applied with `hm'`; `add_right_cancel` then removes the mass terms at the unit momenta.

```lean
/-- For nonzero mass, the parity condition says that `P` commutes with `β` and
anticommutes with each `αᵢ`. -/
theorem isParity_iff_relations {m : ℝ} (hm : m ≠ 0) (P : Matrix (Fin 4) (Fin 4) ℂ) :
    IsParity m P ↔ P * beta = beta * P ∧ P * alpha1 = -(alpha1 * P) ∧
      P * alpha2 = -(alpha2 * P) ∧ P * alpha3 = -(alpha3 * P) := by
  constructor
  · intro h
    have hm' : (m : ℂ) ≠ 0 := Complex.ofReal_ne_zero.mpr hm
    -- zero momentum isolates the mass term
    have h0 : (m : ℂ) • (P * beta) = (m : ℂ) • (beta * P) := by
      simpa [diracH] using h 0
    have hb : P * beta = beta * P := smul_right_injective _ hm' h0
    -- each unit momentum leaves one kinetic term beside the mass term
    have e1 : P * (alpha1 + (m : ℂ) • beta) = (-alpha1 + (m : ℂ) • beta) * P := by
      simpa [diracH] using h ![1, 0, 0]
    have e2 : P * (alpha2 + (m : ℂ) • beta) = (-alpha2 + (m : ℂ) • beta) * P := by
      simpa [diracH] using h ![0, 1, 0]
    have e3 : P * (alpha3 + (m : ℂ) • beta) = (-alpha3 + (m : ℂ) • beta) * P := by
      simpa [diracH] using h ![0, 0, 1]
    rw [mul_add, add_mul, Matrix.mul_smul, Matrix.smul_mul, hb, neg_mul] at e1 e2 e3
    exact ⟨hb, add_right_cancel e1, add_right_cancel e2, add_right_cancel e3⟩
  · rintro ⟨hb, h1, h2, h3⟩ p
    simp only [diracH, Pi.neg_apply, Complex.ofReal_neg, mul_add, add_mul, Matrix.mul_smul,
      Matrix.smul_mul, hb, h1, h2, h3, neg_smul, smul_neg, neg_mul]
```

The rest is algebra. Comparing entries of Pβ = βP gives −x = x for each entry x in the off-diagonal blocks, so those blocks vanish. The anticommutation relations then give, entry by entry,

α₁: P₀₁ = −P₃₂, P₁₁ = −P₂₂, P₀₀ = −P₃₃

α₂: P₀₁ = P₃₂

α₃: P₀₀ = −P₂₂, P₁₀ = P₃₂, P₀₁ = P₂₃.

The two relations between P₀₁ and P₃₂ force both to vanish, and P₁₀ and P₂₃ vanish with them. The diagonal is (P₀₀, P₀₀, −P₀₀, −P₀₀), hence P = P₀₀β.

The Lean proof reads off the same entries. The `z` facts are the vanishing ones, `a` to `g` are the relations above, and `linear_combination` solves them, using I² = −1 for the α₂ relation.

```lean
/-- A matrix that commutes with `β` and anticommutes with each `αᵢ` is a multiple of `β`. -/
theorem eq_smul_beta {P : Matrix (Fin 4) (Fin 4) ℂ} (hb : P * beta = beta * P)
    (h1 : P * alpha1 = -(alpha1 * P)) (h2 : P * alpha2 = -(alpha2 * P))
    (h3 : P * alpha3 = -(alpha3 * P)) : P = P 0 0 • beta := by
  -- commuting with `β` removes the off-diagonal blocks
  have up : ∀ x : ℂ, -x = x → x = 0 := fun x h => by linear_combination (-1 / 2) * h
  have z02 := up (P 0 2) (by
    simpa [beta, Matrix.mul_apply, Fin.sum_univ_four] using congrFun (congrFun hb 0) 2)
  have z03 := up (P 0 3) (by
    simpa [beta, Matrix.mul_apply, Fin.sum_univ_four] using congrFun (congrFun hb 0) 3)
  have z12 := up (P 1 2) (by
    simpa [beta, Matrix.mul_apply, Fin.sum_univ_four] using congrFun (congrFun hb 1) 2)
  have z13 := up (P 1 3) (by
    simpa [beta, Matrix.mul_apply, Fin.sum_univ_four] using congrFun (congrFun hb 1) 3)
  have z20 := up (P 2 0) (by
    simpa [beta, Matrix.mul_apply, Fin.sum_univ_four] using congrFun (congrFun hb.symm 2) 0)
  have z21 := up (P 2 1) (by
    simpa [beta, Matrix.mul_apply, Fin.sum_univ_four] using congrFun (congrFun hb.symm 2) 1)
  have z30 := up (P 3 0) (by
    simpa [beta, Matrix.mul_apply, Fin.sum_univ_four] using congrFun (congrFun hb.symm 3) 0)
  have z31 := up (P 3 1) (by
    simpa [beta, Matrix.mul_apply, Fin.sum_univ_four] using congrFun (congrFun hb.symm 3) 1)
  -- the kinetic terms tie the two diagonal blocks together
  have a : P 0 0 = -P 2 2 := by
    simpa [alpha3, Matrix.mul_apply, Matrix.vecMul, dotProduct, Fin.sum_univ_four] using
      congrFun (congrFun h3 0) 2
  have b : P 0 1 = -P 3 2 := by
    simpa [alpha1, Matrix.mul_apply, Matrix.vecMul, dotProduct, Fin.sum_univ_four] using
      congrFun (congrFun h1 0) 2
  have c : P 1 1 = -P 2 2 := by
    simpa [alpha1, Matrix.mul_apply, Matrix.vecMul, dotProduct, Fin.sum_univ_four] using
      congrFun (congrFun h1 1) 2
  have d : P 0 1 * I = I * P 3 2 := by
    simpa [alpha2, Matrix.mul_apply, Matrix.vecMul, dotProduct, Fin.sum_univ_four] using
      congrFun (congrFun h2 0) 2
  have e : P 0 0 = -P 3 3 := by
    simpa [alpha1, Matrix.mul_apply, Matrix.vecMul, dotProduct, Fin.sum_univ_four] using
      congrFun (congrFun h1 0) 3
  have f : P 1 0 = P 3 2 := by
    simpa [alpha3, Matrix.mul_apply, Matrix.vecMul, dotProduct, Fin.sum_univ_four] using
      congrFun (congrFun h3 1) 2
  have g : P 0 1 = P 2 3 := by
    simpa [alpha3, Matrix.mul_apply, Matrix.vecMul, dotProduct, Fin.sum_univ_four] using
      congrFun (congrFun h3 0) 3
  have z01 : P 0 1 = 0 := by
    linear_combination (1 / 2) * b - (I / 2) * d + ((P 0 1 - P 3 2) / 2) * Complex.I_sq
  have z32 : P 3 2 = 0 := by linear_combination b - z01
  have z10 : P 1 0 = 0 := f.trans z32
  have z23 : P 2 3 = 0 := g.symm.trans z01
  have d11 : P 1 1 = P 0 0 := c.trans a.symm
  have d22 : P 2 2 = -P 0 0 := by linear_combination a
  have d33 : P 3 3 = -P 0 0 := by linear_combination e
  ext i j
  fin_cases i <;> fin_cases j <;>
    simp [beta, z01, z02, z03, z10, z12, z13, z20, z21, z23, z30, z31, z32, d11, d22, d33]
```

For the converse, βαᵢ = −αᵢβ, and multiplying by c preserves all four relations. Lean checks the matrix products entrywise.

```lean
/-- For nonzero mass, a matrix satisfies the parity condition exactly when it is a complex
multiple of `β`. -/
theorem isParity_iff {m : ℝ} (hm : m ≠ 0) (P : Matrix (Fin 4) (Fin 4) ℂ) :
    IsParity m P ↔ ∃ c : ℂ, P = c • beta := by
  rw [isParity_iff_relations hm]
  constructor
  · rintro ⟨hb, h1, h2, h3⟩
    exact ⟨P 0 0, eq_smul_beta hb h1 h2 h3⟩
  · rintro ⟨c, rfl⟩
    refine ⟨by rw [Matrix.smul_mul, Matrix.mul_smul], ?_, ?_, ?_⟩ <;>
      rw [Matrix.smul_mul, Matrix.mul_smul, ← smul_neg] <;> congr 1 <;> ext i j <;>
      fin_cases i <;> fin_cases j <;>
      simp [beta, alpha1, alpha2, alpha3, Matrix.mul_apply, Fin.sum_univ_four]
```

As a numerical instance, take m = 4 and p = (0, 0, 3). The normalised spinor ψ = (3, 0, 1, 0)/√10 has energy 5:

H(p)ψ = (4·3 + 3·1, 0, 3·3 − 4·1, 0)/√10 = 5ψ.

Applying β gives βψ = (3, 0, −1, 0)/√10, and at the reversed momentum

H(−p)βψ = (4·3 + 3·1, 0, −3·3 + 4·1, 0)/√10 = 5βψ.

## The spinor is a rest solution of definite energy

Intrinsic parity is read off at p = 0, where motion plays no part. There H(0) = mβ, so

H(0)ψ = (mψ₀, mψ₁, −mψ₂, −mψ₃).

Setting this equal to mψ forces ψ₂ = ψ₃ = 0; setting it equal to −mψ forces ψ₀ = ψ₁ = 0. Both steps divide by m again, through `cancel` in the code. Each eigenspace is two-dimensional, one dimension for each spin state.

```lean
/-- A multiple of `β` scales a spinor and reverses the sign of its lower two components. -/
theorem smul_beta_mulVec (c : ℂ) (ψ : Fin 4 → ℂ) :
    (c • beta) *ᵥ ψ = c • ![ψ 0, ψ 1, -ψ 2, -ψ 3] := by
  ext i
  fin_cases i <;> simp [beta, Matrix.mulVec, dotProduct, Fin.sum_univ_four]

/-- For nonzero mass, the rest solutions with `E = m` are the spinors whose lower two components
vanish, and those with `E = -m` are the spinors whose upper two components vanish. -/
theorem rest_eigenspaces {m : ℝ} (hm : m ≠ 0) (ψ : Fin 4 → ℂ) :
    (diracH m 0 *ᵥ ψ = (m : ℂ) • ψ ↔ ψ 2 = 0 ∧ ψ 3 = 0) ∧
      (diracH m 0 *ᵥ ψ = (-(m : ℂ)) • ψ ↔ ψ 0 = 0 ∧ ψ 1 = 0) := by
  have hm' : (m : ℂ) ≠ 0 := Complex.ofReal_ne_zero.mpr hm
  have hH : diracH m 0 = (m : ℂ) • beta := by simp [diracH]
  have cancel : ∀ x : ℂ, (m : ℂ) * x = 0 → x = 0 :=
    fun x h => (mul_eq_zero.mp h).resolve_left hm'
  rw [hH, smul_beta_mulVec]
  refine ⟨⟨fun h => ?_, fun h => ?_⟩, ⟨fun h => ?_, fun h => ?_⟩⟩
  · have h2 : (m : ℂ) * -ψ 2 = m * ψ 2 := congrFun h 2
    have h3 : (m : ℂ) * -ψ 3 = m * ψ 3 := congrFun h 3
    exact ⟨cancel _ (by linear_combination (-1 / 2) * h2),
      cancel _ (by linear_combination (-1 / 2) * h3)⟩
  · ext i
    fin_cases i <;> simp [h.1, h.2]
  · have h0 : (m : ℂ) * ψ 0 = -m * ψ 0 := congrFun h 0
    have h1 : (m : ℂ) * ψ 1 = -m * ψ 1 := congrFun h 1
    exact ⟨cancel _ (by linear_combination (1 / 2) * h0),
      cancel _ (by linear_combination (1 / 2) * h1)⟩
  · ext i
    fin_cases i <;> simp [h.1, h.2]
```

On the first space cβ acts as c, on the second as −c. The next theorem substitutes the vanishing components into the formula for cβψ; in Lean, `*ᵥ` is a matrix acting on a spinor.

```lean
/-- For nonzero mass, a matrix obeying the parity condition is `c β` for some `c`, and acts as
`c` on the rest solutions with `E = m` and as `-c` on those with `E = -m`. -/
theorem opposite_intrinsic_parity {m : ℝ} (hm : m ≠ 0) {P : Matrix (Fin 4) (Fin 4) ℂ}
    (hP : IsParity m P) : ∃ c : ℂ, P = c • beta ∧
      (∀ ψ : Fin 4 → ℂ, diracH m 0 *ᵥ ψ = (m : ℂ) • ψ → P *ᵥ ψ = c • ψ) ∧
      (∀ ψ : Fin 4 → ℂ, diracH m 0 *ᵥ ψ = (-(m : ℂ)) • ψ → P *ᵥ ψ = (-c) • ψ) := by
  obtain ⟨c, rfl⟩ := (isParity_iff hm P).mp hP
  refine ⟨c, rfl, fun ψ h => ?_, fun ψ h => ?_⟩
  · have h' := (rest_eigenspaces hm ψ).1.mp h
    rw [smul_beta_mulVec]
    ext i
    fin_cases i <;> simp [h'.1, h'.2]
  · have h' := (rest_eigenspaces hm ψ).2.mp h
    rw [smul_beta_mulVec]
    ext i
    fin_cases i <;> simp [h'.1, h'.2]
```

Without a definite rest energy there need be no definite parity: β sends (1, 0, 1, 0)/√2 to (1, 0, −1, 0)/√2, which is not a multiple of it. The theorem also allows m < 0, in which case E = m is the lower level. It concerns solutions of the one-particle equation; the opposite parities of a fermion and its antifermion are a statement about the quantised field.

## Two reflections restore the spinor

The condition P² = 1 is a convention: reflecting twice returns the same spinor, with no leftover phase. Since β² = 1, it gives c² = 1, so P = β or P = −β. Lean obtains c² = 1 from the (0, 0) entry of P². Without this condition c is free, and even c = 0 satisfies the parity relation, with nothing left to call a parity.

```lean
/-- For nonzero mass, the matrices that obey the parity condition and square to one are
exactly `β` and `-β`. -/
theorem involutive_parity_iff {m : ℝ} (hm : m ≠ 0) (P : Matrix (Fin 4) (Fin 4) ℂ) :
    (IsParity m P ∧ P * P = 1) ↔ P = beta ∨ P = -beta := by
  have hbb : beta * beta = 1 := by
    ext i j
    fin_cases i <;> fin_cases j <;> simp [beta, Matrix.mul_apply, Fin.sum_univ_four]
  constructor
  · rintro ⟨hP, hsq⟩
    obtain ⟨c, rfl⟩ := (isParity_iff hm P).mp hP
    have hc : c * c = 1 := by
      simpa [beta, Matrix.mul_apply, Fin.sum_univ_four] using congrFun (congrFun hsq 0) 0
    rcases mul_self_eq_one_iff.mp hc with h | h
    · left; rw [h, one_smul]
    · right; rw [h, neg_smul, one_smul]
  · rintro (rfl | rfl)
    · exact ⟨(isParity_iff hm _).mpr ⟨1, (one_smul _ _).symm⟩, hbb⟩
    · exact ⟨(isParity_iff hm _).mpr ⟨-1, by rw [neg_smul, one_smul]⟩, by rw [neg_mul_neg, hbb]⟩
```

The overall sign remains a choice, while the relative sign between the two rest energies is fixed.

## The massless limit

Any nonzero mass, however small, forces P = cβ. At m = 0 the equation at zero momentum reads 0 = 0, so Pβ = βP is lost and only the anticommutation relations remain. They admit the matrix Q with blocks

Q = (0, 1; −1, 0),

because Qαᵢ = diag(σᵢ, −σᵢ) = −αᵢQ. Its entry Q₀₂ = 1 rules out a multiple of β.

```lean
/-- For zero mass, the displayed matrix obeys the parity condition and is not a multiple
of `β`. -/
theorem massless_not_unique :
    IsParity 0 !![0, 0, 1, 0; 0, 0, 0, 1; -1, 0, 0, 0; 0, -1, 0, 0] ∧
      ∀ c : ℂ, !![0, 0, 1, 0; 0, 0, 0, 1; -1, 0, 0, 0; 0, -1, 0, 0] ≠ c • beta := by
  constructor
  · intro p
    ext i j
    fin_cases i <;> fin_cases j <;>
      simp [diracH, alpha1, alpha2, alpha3, Matrix.mul_apply, Fin.sum_univ_four] <;> ring
  · intro c h
    have h02 := congrFun (congrFun h 0) 2
    simp [beta] at h02

end

end DiracParity
```

Imposing P² = 1 would not restore uniqueness, since (iQ)² = 1. The two rest energies also merge at zero, so there are no longer separate levels to which opposite parities could be assigned.

```lean
#print axioms DiracParity.isParity_iff
#print axioms DiracParity.opposite_intrinsic_parity
#print axioms DiracParity.involutive_parity_iff
#print axioms DiracParity.massless_not_unique
```

```
'DiracParity.isParity_iff' depends on axioms: [propext, Classical.choice, Quot.sound]
'DiracParity.opposite_intrinsic_parity' depends on axioms: [propext, Classical.choice, Quot.sound]
'DiracParity.involutive_parity_iff' depends on axioms: [propext, Classical.choice, Quot.sound]
'DiracParity.massless_not_unique' depends on axioms: [propext, Classical.choice, Quot.sound]
```
